# Exchange coefficients up to order N from N+1 angles, for an energy that is a cosine series of order N

Two magnetic moments are held at a relative angle t, and a total-energy calculation is run. Repeating this for several angles gives a short table of energies, from which one wants the parameters of a spin model: the ordinary bilinear exchange and the higher-order terms beyond it. Each entry may be expensive, so it matters how many angles are needed, where they should lie and how the coefficients are read off.

Suppose that the energy is a cosine series that stops at a known order N,

E(t) = ∑_{k=0}^{N} a_k cos(kt),

with real coefficients a_k. The coefficient a_0 is the part that doesn't depend on the angle, a_1 is the strength of the cos t term (the bilinear exchange constant itself when N is 1 or 2), and a_2, a_3, … measure the higher-order angular dependence. With the sign used here, a positive a_1 on its own favours antiparallel moments. Take the N+1 angles

t_j = π(2j+1) / (2(N+1)),  j = 0, …, N.

Then, for 1 ≤ k ≤ N,

a_k = (2/(N+1)) ∑_{j=0}^{N} E(t_j) cos(k t_j).

The constant a_0 is the plain mean of the sampled energies, without the factor 2. Together the two rules recover all N+1 coefficients from N+1 energies, with no linear system to solve.

## From constrained total energies to spin-model input

The identity applies where a script turns energies from constrained noncollinear calculations into parameters for a classical spin simulation, provided that the energy depends on a single angle and its cosine series stops at order N. The sum over j is a discrete cosine transform of type II, so a library routine can evaluate it. Libraries differ in their constant factors, and the factor 2/(N+1) for k ≥ 1, against 1/(N+1) for k = 0, has to be matched to the routine.

The smallest case with an exchange term is N = 1. The angles are 45° and 135°, and the rule becomes

a_1 = (E(π/4) − E(3π/4)) / √2.

For N = 0 there is one angle, 90°, and its energy is a_0.

For N = 2 the angles are 30°, 90° and 150°. Bilinear plus biquadratic exchange is usually written with a power of the cosine,

E(t) = c + J cos t + B cos² t,

and its constants are

J = (E(π/6) − E(5π/6)) / √3,
B = (2/3) (E(π/6) − 2E(π/2) + E(5π/6)).

Since cos² t = (1 + cos 2t)/2, the biquadratic constant B is twice a_2. A code that passes a_2 on as B is wrong by that factor.

## Orthogonality of the sampled cosines

For any real h, the difference of two sines gives

2 sin h cos((2j+1)h) = sin((2j+2)h) − sin(2jh).

Summed over j = 0, …, n−1, the right side telescopes:

2 sin h ∑_{j=0}^{n−1} cos((2j+1)h) = sin(2nh).

Now let m be an integer with 0 < m < 2(N+1), and put n = N+1 and h = mπ/(2(N+1)). Then (2j+1)h = m t_j, and the right side is sin(mπ) = 0. Since 0 < h < π, the factor sin h is positive and can be divided out:

∑_{j=0}^{N} cos(m t_j) = 0,  0 < m < 2(N+1).

For l ≤ k the product formula reads

cos(k t_j) cos(l t_j) = ½ [cos((k+l) t_j) + cos((k−l) t_j)].

If l < k ≤ N, both k+l and k−l lie strictly between 0 and 2(N+1), so both sums over j vanish. If l = k with 1 ≤ k ≤ N, the sum with 2k vanishes and the other one consists of N+1 ones. Hence

∑_j cos(k t_j) cos(l t_j) = 0 for k ≠ l,
∑_j cos²(k t_j) = (N+1)/2 for 1 ≤ k ≤ N.

Insert the series for E and exchange the sums:

∑_j E(t_j) cos(k t_j) = ∑_{l=0}^{N} a_l ∑_j cos(l t_j) cos(k t_j) = a_k (N+1)/2.

Multiplication by 2/(N+1) gives a_k. For the constant, every harmonic with l ≥ 1 sums to zero, so ∑_j E(t_j) = (N+1) a_0.

## Harmonics beyond the assumed order

The next harmonic leaves no trace in the data. Since (N+1) t_j = jπ + π/2,

cos((N+1) t_j) = −sin(jπ) = 0

at every sampled angle.

A higher one can be mistaken for a lower one. From 2(N+1) t_j = (2j+1)π it follows that

(2(N+1) − k) t_j = π − k t_j + 2πj,

and therefore

cos((2(N+1) − k) t_j) = −cos(k t_j).

If the true energy contains an extra term b cos((2(N+1)−k)t) with 1 ≤ k ≤ N, the rule returns a_k − b. With N = 1, the amplitude b of a neglected third harmonic is subtracted from a_1 in full.

For the three-angle formulas, direct substitution gives

E(π/6) = c + (√3/2)J + (3/4)B,
E(π/2) = c,
E(5π/6) = c − (√3/2)J + (3/4)B.

The difference of the first and last is √3 J. Their sum minus 2E(π/2) is (3/2)B.

## The Lean file

```lean
import Mathlib

open Real Finset

namespace HigherOrderExchange

noncomputable section

/-- The sampled angles `t_j = π (2j+1) / (2(N+1))` between the spins. -/
def sampleAngle (N j : ℕ) : ℝ := π * (2 * (j : ℝ) + 1) / (2 * ((N : ℝ) + 1))

/-- The exchange energy at angle `t`, with harmonics up to order `N`. -/
def energy (N : ℕ) (a : ℕ → ℝ) (t : ℝ) : ℝ :=
  ∑ k ∈ range (N + 1), a k * cos ((k : ℝ) * t)

/-- The extraction rule: `2/(N+1)` times the sum of `E(t_j) cos(k t_j)` over the `N + 1` sampled
angles. -/
def extracted (N : ℕ) (E : ℝ → ℝ) (k : ℕ) : ℝ :=
  2 / ((N : ℝ) + 1) *
    ∑ j ∈ range (N + 1), E (sampleAngle N j) * cos ((k : ℝ) * sampleAngle N j)

/-- A sum of cosines at odd multiples of an angle telescopes after multiplication by a sine. -/
theorem two_sin_mul_sum_cos (h : ℝ) (n : ℕ) :
    2 * sin h * ∑ j ∈ range n, cos ((2 * (j : ℝ) + 1) * h) = sin (2 * (n : ℝ) * h) := by
  induction n with
  | zero => simp
  | succ n ih =>
    rw [Finset.sum_range_succ, mul_add, ih]
    have e1 : 2 * ((n + 1 : ℕ) : ℝ) * h = (2 * (n : ℝ) + 1) * h + h := by
      push_cast; ring
    have e2 : 2 * (n : ℝ) * h = (2 * (n : ℝ) + 1) * h - h := by ring
    rw [e1, e2, sin_add, sin_sub]
    ring

/-- A harmonic of order strictly between `0` and `2(N+1)` sums to zero over the sampled angles. -/
theorem sum_cos_sampleAngle (N m : ℕ) (hm : 0 < m) (hm2 : m < 2 * (N + 1)) :
    ∑ j ∈ range (N + 1), cos ((m : ℝ) * sampleAngle N j) = 0 := by
  have key := two_sin_mul_sum_cos ((m : ℝ) * π / (2 * ((N : ℝ) + 1))) (N + 1)
  -- the prefactor does not vanish, because its angle lies between 0 and π
  have hs : 0 < sin ((m : ℝ) * π / (2 * ((N : ℝ) + 1))) := by
    apply sin_pos_of_pos_of_lt_pi
    · have h0 : (0 : ℝ) < m := by exact_mod_cast hm
      positivity
    · rw [div_lt_iff₀ (by positivity)]
      have h1 : (m : ℝ) < 2 * ((N : ℝ) + 1) := by exact_mod_cast hm2
      nlinarith [mul_lt_mul_of_pos_right h1 pi_pos]
  have e : 2 * ((N + 1 : ℕ) : ℝ) * ((m : ℝ) * π / (2 * ((N : ℝ) + 1))) = (m : ℝ) * π := by
    push_cast
    field_simp
  rw [e, sin_nat_mul_pi] at key
  have hc : ∑ j ∈ range (N + 1), cos ((m : ℝ) * sampleAngle N j) =
      ∑ j ∈ range (N + 1), cos ((2 * (j : ℝ) + 1) * ((m : ℝ) * π / (2 * ((N : ℝ) + 1)))) :=
    Finset.sum_congr rfl fun j _ => by
      unfold sampleAngle
      congr 1
      ring
  rw [hc]
  exact (mul_eq_zero.mp key).resolve_left (mul_pos two_pos hs).ne'

/-- The sampled overlap of two harmonics is half the sum of the sampled sum and difference
harmonics. -/
theorem sum_cos_mul_cos (N k l : ℕ) (hlk : l ≤ k) :
    ∑ j ∈ range (N + 1), cos ((k : ℝ) * sampleAngle N j) * cos ((l : ℝ) * sampleAngle N j) =
      (∑ j ∈ range (N + 1), cos (((k + l : ℕ) : ℝ) * sampleAngle N j) +
        ∑ j ∈ range (N + 1), cos (((k - l : ℕ) : ℝ) * sampleAngle N j)) / 2 := by
  rw [← Finset.sum_add_distrib, Finset.sum_div]
  refine Finset.sum_congr rfl fun j _ => ?_
  rw [Nat.cast_add, Nat.cast_sub hlk, add_mul, sub_mul, cos_add, cos_sub]
  ring

/-- Distinct harmonics of order at most `N` are orthogonal on the sampled angles. -/
theorem cos_orthogonal {N k l : ℕ} (hk : k ≤ N) (hl : l ≤ N) (h : k ≠ l) :
    ∑ j ∈ range (N + 1),
      cos ((k : ℝ) * sampleAngle N j) * cos ((l : ℝ) * sampleAngle N j) = 0 := by
  rcases lt_or_gt_of_ne h with h | h
  · have e := sum_cos_mul_cos N l k h.le
    rw [sum_cos_sampleAngle N (l + k) (by omega) (by omega),
      sum_cos_sampleAngle N (l - k) (by omega) (by omega), add_zero, zero_div] at e
    exact (Finset.sum_congr rfl fun j _ => mul_comm _ _).trans e
  · rw [sum_cos_mul_cos N k l h.le, sum_cos_sampleAngle N (k + l) (by omega) (by omega),
      sum_cos_sampleAngle N (k - l) (by omega) (by omega), add_zero, zero_div]

/-- A harmonic of order `1` to `N` has squared norm `(N+1)/2` on the sampled angles. -/
theorem cos_norm {N k : ℕ} (hk0 : 1 ≤ k) (hk : k ≤ N) :
    ∑ j ∈ range (N + 1), cos ((k : ℝ) * sampleAngle N j) * cos ((k : ℝ) * sampleAngle N j) =
      ((N : ℝ) + 1) / 2 := by
  rw [sum_cos_mul_cos N k k le_rfl, sum_cos_sampleAngle N (k + k) (by omega) (by omega)]
  simp

/-- The energies at the `N + 1` sampled angles return each exchange coefficient of order
`1` to `N` exactly. -/
theorem extracted_energy {N k : ℕ} (a : ℕ → ℝ) (hk0 : 1 ≤ k) (hk : k ≤ N) :
    extracted N (energy N a) k = a k := by
  have h : ∑ j ∈ range (N + 1), energy N a (sampleAngle N j) * cos ((k : ℝ) * sampleAngle N j)
      = a k * (((N : ℝ) + 1) / 2) := by
    simp only [energy, Finset.sum_mul]
    -- exchange the sums; orthogonality leaves only order k
    rw [Finset.sum_comm, Finset.sum_eq_single k]
    · rw [← cos_norm hk0 hk, Finset.mul_sum]
      exact Finset.sum_congr rfl fun j _ => by ring
    · intro l hl hlk
      have hl' : l ≤ N := by
        have := Finset.mem_range.mp hl
        omega
      have e := congrArg (fun x => a l * x) (cos_orthogonal hl' hk hlk)
      simp only [Finset.mul_sum, mul_zero] at e
      exact (Finset.sum_congr rfl fun j _ => by ring).trans e
    · intro hn
      exact absurd (Finset.mem_range.mpr (by omega)) hn
  unfold extracted
  rw [h]
  field_simp

/-- The angle-independent part of the energy is the mean of the sampled energies. -/
theorem mean_energy (N : ℕ) (a : ℕ → ℝ) :
    (∑ j ∈ range (N + 1), energy N a (sampleAngle N j)) / ((N : ℝ) + 1) = a 0 := by
  rw [div_eq_iff (by positivity)]
  simp only [energy]
  rw [Finset.sum_comm, Finset.sum_eq_single 0]
  · simp only [Nat.cast_zero, zero_mul, cos_zero, mul_one, Finset.sum_const,
      Finset.card_range, nsmul_eq_mul]
    push_cast
    ring
  · intro l hl hl0
    have := Finset.mem_range.mp hl
    rw [← Finset.mul_sum, sum_cos_sampleAngle N l (by omega) (by omega), mul_zero]
  · intro hn
    exact absurd (Finset.mem_range.mpr (by omega)) hn

/-- The harmonic of order `N + 1` vanishes at every sampled angle. -/
theorem next_harmonic_invisible (N j : ℕ) : cos (((N : ℝ) + 1) * sampleAngle N j) = 0 := by
  have e : ((N : ℝ) + 1) * sampleAngle N j = (j : ℝ) * π + π / 2 := by
    unfold sampleAngle
    field_simp
  rw [e, cos_add_pi_div_two, sin_nat_mul_pi, neg_zero]

/-- A neglected harmonic of order `2(N+1) - k` and amplitude `b` shifts the extracted
coefficient of order `k` by `-b`. -/
theorem extracted_aliasing {N k : ℕ} (a : ℕ → ℝ) (b : ℝ) (hk0 : 1 ≤ k) (hk : k ≤ N) :
    extracted N (fun t => energy N a t + b * cos ((2 * ((N : ℝ) + 1) - k) * t)) k
      = a k - b := by
  -- on the sampled angles the neglected harmonic is minus the harmonic of order k
  have hfold (j : ℕ) : cos ((2 * ((N : ℝ) + 1) - k) * sampleAngle N j)
      = -cos ((k : ℝ) * sampleAngle N j) := by
    have e : 2 * ((N : ℝ) + 1) * sampleAngle N j = π * (2 * (j : ℝ) + 1) := by
      unfold sampleAngle
      field_simp
    have e' : (2 * ((N : ℝ) + 1) - k) * sampleAngle N j
        = π - (k : ℝ) * sampleAngle N j + (j : ℝ) * (2 * π) := by
      linear_combination e
    rw [e', cos_add_nat_mul_two_pi, cos_pi_sub]
  have h1 := extracted_energy a hk0 hk
  unfold extracted at h1 ⊢
  simp only [hfold, add_mul, Finset.sum_add_distrib]
  have h2 : ∑ j ∈ range (N + 1), b * -cos ((k : ℝ) * sampleAngle N j) *
      cos ((k : ℝ) * sampleAngle N j) = -b * (((N : ℝ) + 1) / 2) := by
    rw [← cos_norm hk0 hk, Finset.mul_sum]
    exact Finset.sum_congr rfl fun j _ => by ring
  rw [h2, mul_add, h1]
  field_simp
  try ring

/-- Bilinear and biquadratic exchange constants follow from the energies at 30, 90 and
150 degrees. -/
theorem bilinear_biquadratic (c J B : ℝ) (E : ℝ → ℝ)
    (hE : ∀ t, E t = c + J * cos t + B * cos t ^ 2) :
    J = (E (π / 6) - E (5 * π / 6)) / √3 ∧
      B = 2 / 3 * (E (π / 6) - 2 * E (π / 2) + E (5 * π / 6)) := by
  have h5 : cos (5 * π / 6) = -(√3 / 2) := by
    rw [show 5 * π / 6 = π - π / 6 by ring, cos_pi_sub, cos_pi_div_six]
  have hs : √3 ^ 2 = (3 : ℝ) := Real.sq_sqrt (by norm_num)
  have h3 : √3 ≠ (0 : ℝ) := by positivity
  rw [hE, hE, hE, h5, cos_pi_div_six, cos_pi_div_two]
  constructor
  · rw [eq_div_iff h3]
    ring
  · linear_combination (-B / 3) * hs

end

end HigherOrderExchange
```

```lean
#print axioms HigherOrderExchange.extracted_energy
#print axioms HigherOrderExchange.next_harmonic_invisible
#print axioms HigherOrderExchange.extracted_aliasing
#print axioms HigherOrderExchange.bilinear_biquadratic
```

```
'HigherOrderExchange.extracted_energy' depends on axioms: [propext, Classical.choice, Quot.sound]
'HigherOrderExchange.next_harmonic_invisible' depends on axioms: [propext, Classical.choice, Quot.sound]
'HigherOrderExchange.extracted_aliasing' depends on axioms: [propext, Classical.choice, Quot.sound]
'HigherOrderExchange.bilinear_biquadratic' depends on axioms: [propext, Classical.choice, Quot.sound]
```

## How the definitions and theorems read

`sampleAngle N j` is t_j in radians. `energy N a t` is the cosine series. The coefficients are a function `a : ℕ → ℝ`, of which only the values from 0 to N enter, because `range (N + 1)` runs over 0, …, N.

`extracted N E k` is the extraction rule. It accepts any function `E : ℝ → ℝ`, whether or not it is a finite cosine series, and so the same definition serves for the exact case and for an energy with a neglected term.

The main theorem, `extracted_energy`, says that the rule applied to `energy N a` returns `a k`, for arbitrary real coefficients, if `1 ≤ k` and `k ≤ N`. The lower bound is needed because at k = 0 the rule would return 2a_0. That coefficient is covered by `mean_energy`, which holds for every N, including 0.

`next_harmonic_invisible` states that the harmonic of order N+1 is zero at the sampled angles. `extracted_aliasing` gives the shift by −b for one neglected harmonic of order 2(N+1)−k, under the same bounds 1 ≤ k ≤ N, which its docstring leaves out. `bilinear_biquadratic` assumes that E has the form c + J cos t + B cos² t at every angle and gives J and B from three energies.

## From the telescoping sum to the coefficient

`two_sin_mul_sum_cos` proves the telescoping identity by induction on the number of terms. The step writes the old and the new angle as (2n+1)h ∓ h and expands both sines with the addition formulas.

`sum_cos_sampleAngle` inserts the special value of h. It shows that the sine in front is positive, that the right side is sin(mπ) = 0, and that the remaining factor must therefore vanish.

`sum_cos_mul_cos` is the product formula summed over the angles. It requires `l ≤ k`, because k−l is a subtraction of natural numbers. For this reason `cos_orthogonal` treats k < l and l < k separately. In both cases `omega` checks that the sum and the difference of the orders lie in the permitted range. `cos_norm` is the case of equal orders.

In `extracted_energy`, `Finset.sum_comm` exchanges the sums over angles and orders, and `Finset.sum_eq_single k` keeps the one order that survives. The norm supplies its value and orthogonality removes the others. `mean_energy` has the same structure, with order 0 as the survivor.

`extracted_aliasing` first proves the folding relation, named `hfold`, at each sampled angle. It then splits the sum into the part already known from `extracted_energy` and a part proportional to the norm. `bilinear_biquadratic` doesn't use the general theorem: it inserts the three cosines and finishes by algebra with (√3)² = 3.

## Conditions on the energy and the choice of basis

The recovery is exact in real arithmetic for an energy that really is a cosine series of order at most N. The truncation is a hypothesis about the material, and the theorems don't derive it from an electronic Hamiltonian. Nor do they bound the effect of rounding, incomplete self-consistency or moments that miss their prescribed angle.

The model has one angle and only even functions of it. A term proportional to sin t, such as a Dzyaloshinskii–Moriya interaction can produce when the moments turn in a fixed plane, is not included. Changes in the length of the moments are covered only if the resulting energy still has the assumed form. If one moment in a crystal is turned against several neighbours, the coefficients describe that rotation as a whole and needn't belong to a single bond.

The sampled energies cannot show that N was chosen too small, since N+1 coefficients always reproduce N+1 energies. One more calculation at a different angle, compared with the fitted series, can reveal a missing term.

The energy could also have been modelled as a polynomial in cos t,

E(t) = ∑_{k=0}^{N} b_k cos^k t.

This describes the same set of energy functions, but from N = 2 on the coefficients generally differ from the a_k. For N = 3, the identity cos³ t = (3 cos t + cos 3t)/4 gives

a_1 = b_1 + (3/4) b_3,  a_3 = b_3/4.

The extraction rule would still return a_1, and a conversion would have to follow before the result was used as b_1. The file contains no such conversion; for the bilinear–biquadratic form it obtains J and B directly from the energies. A spin code that expects powers of the scalar product of two unit moments needs the coefficients b_k, adapted to its own sign convention and to whether it counts each pair once or twice. The basis and the sign should therefore be recorded together with the fitted numbers.
